# Hopping phases between -π/L and π/L share one ground state on a ring of L ≥ 3 sites

A charged particle hops around a ring threaded by magnetic flux. Changing the flux generally changes the Hamiltonian and the current, so one might expect the ground-state wavefunction to record the change. Current-density functional theory raises this question in general form: does a ground state determine the scalar and vector potentials that produced it? For one particle on a uniform ring of at least three sites it need not: if the hopping amplitude is $-t\,e^{i\theta}$ with $t>0$ and the same phase $\theta$ on every bond, all fluxes within half a flux quantum of zero share one ground state.

The ring has $L$ sites, labelled by integers $j$ modulo $L$. In Lean the labels form `ZMod L`, so $j+1$ wraps around by itself, and `NeZero L` excludes $L=0$, for which `ZMod 0` would be the infinite chain of all integers.

```lean
import Mathlib

open Matrix ComplexConjugate

namespace RingFluxNonuniqueness

noncomputable section

variable {L : ℕ} [NeZero L]
```

## The ring and its uniform state

Let $t$ be the hopping strength and $\theta$ the phase gained on each bond. For $L\ge3$ the Hamiltonian $H$ has entries

$$H_{j+1,j}=-t\,e^{i\theta},\qquad H_{j,j+1}=-t\,e^{-i\theta}.$$

The total phase $L\theta$ is proportional to the enclosed flux. There is no on-site potential and no interaction. In `ringH` the first index is the site of arrival.

```lean
/-- Hamiltonian of a ring of `L` sites: amplitude `-t exp(iθ)` for the hop from `j` to `j + 1`,
and the complex conjugate amplitude for the reverse hop. -/
def ringH (L : ℕ) (t θ : ℝ) : Matrix (ZMod L) (ZMod L) ℂ :=
  Matrix.of fun i j =>
    (if i = j + 1 then -(t : ℂ) * Complex.exp (θ * Complex.I) else 0) +
    (if j = i + 1 then -(t : ℂ) * conj (Complex.exp (θ * Complex.I)) else 0)
```

The candidate ground state has equal amplitudes. The code uses amplitude 1; the normalised state has amplitude $1/\sqrt L$ and site density $1/L$.

```lean
/-- The uniform vector, with amplitude one on every site. -/
def uniformState (L : ℕ) : ZMod L → ℂ := fun _ => 1
```

A ground state is a nonzero vector $\psi$ with $H\psi=E\psi$, where $E$ is no larger than any other real eigenvalue. The definition permits degeneracy.

```lean
/-- `ψ` is a ground state of `H` with energy `E`: a nonzero eigenvector whose eigenvalue is the
lowest real eigenvalue of `H`. -/
def IsGroundState (H : Matrix (ZMod L) (ZMod L) ℂ) (E : ℝ) (ψ : ZMod L → ℂ) : Prop :=
  ψ ≠ 0 ∧ H *ᵥ ψ = (E : ℂ) • ψ ∧
    ∀ (E' : ℝ) (φ : ZMod L → ℂ), φ ≠ 0 → H *ᵥ φ = (E' : ℂ) • φ → E ≤ E'
```

With $\hbar=1$, the Schrödinger equation gives

$$\frac{d}{d\tau}|\psi_{j+1}|^2=2\,\mathrm{Im}\big(\psi_{j+1}^*(H\psi)_{j+1}\big),$$

where $\tau$ is time. The part that comes from site $j$ is the physical bond current, $2\,\mathrm{Im}(\psi_{j+1}^*H_{j+1,j}\psi_j)$. It depends on the Hamiltonian as well as on the state.

```lean
/-- Physical current from `j` to `j + 1`: the rate at which probability enters site `j + 1` from
site `j` (with `ħ = 1` and `ψ` normalised). -/
def bondCurrent (H : Matrix (ZMod L) (ZMod L) ℂ) (ψ : ZMod L → ℂ) (j : ZMod L) : ℝ :=
  2 * (conj (ψ (j + 1)) * H (j + 1) j * ψ j).im
```

Plane waves with momentum index $k=0,\dots,L-1$ should have energies

$$E_k=-2t\cos\!\Big(\theta-\frac{2\pi k}{L}\Big).$$

`band` records this formula, with `k.val` as the representative of $k$ in that range.

```lean
/-- Band energy `-2t cos(θ - 2πk/L)` at momentum index `k`. -/
def band (t θ : ℝ) (k : ZMod L) : ℝ :=
  -2 * t * Real.cos (θ - 2 * (k.val * (Real.pi / L)))
```

## From hopping to band energies

Exchanging the two indices and conjugating exchanges the two hopping terms, so $H$ is Hermitian. Its eigenvalues are therefore real, and comparing only real ones in `IsGroundState` loses nothing.

```lean
omit [NeZero L] in
/-- The ring Hamiltonian is Hermitian. -/
theorem ringH_isHermitian (t θ : ℝ) : (ringH L t θ).IsHermitian := by
  ext i j
  simp only [Matrix.conjTranspose_apply, ringH, Matrix.of_apply, star_add]
  rw [add_comm]
  congr 1 <;> split_ifs <;> simp
```

Acting on a vector $\varphi$, the Hamiltonian collects amplitude from both neighbours:

$$(H\varphi)_j=-t\big(e^{i\theta}\varphi_{j-1}+e^{-i\theta}\varphi_{j+1}\big).$$

```lean
/-- The Hamiltonian couples the amplitude at each site to those at its two neighbours. -/
theorem ringH_mulVec (t θ : ℝ) (φ : ZMod L → ℂ) (j : ZMod L) :
    (ringH L t θ *ᵥ φ) j = -(t : ℂ) * (Complex.exp (θ * Complex.I) * φ (j - 1) +
      conj (Complex.exp (θ * Complex.I)) * φ (j + 1)) := by
  have h : ∀ x : ZMod L, (j = x + 1) ↔ (x = j - 1) := fun x =>
    ⟨fun h => by rw [h]; ring, fun h => by rw [h]; ring⟩
  simp only [Matrix.mulVec, dotProduct, ringH, Matrix.of_apply, h, add_mul, ite_mul, zero_mul,
    Finset.sum_add_distrib, Finset.sum_ite_eq', Finset.mem_univ, if_true]
  ring
```

Let $\hat\varphi_k=\sum_j e^{-2\pi i jk/L}\varphi_j$ be the discrete Fourier transform. Relabelling the sum shows that a shift by $d$ sites becomes a phase:

$$\sum_j e^{-2\pi i jk/L}\varphi_{j+d}=e^{2\pi i dk/L}\hat\varphi_k.$$

Taking $d=-1$ and $d=1$ in the previous equation gives

$$\widehat{(H\varphi)}_k=-t\big(e^{i(\theta-2\pi k/L)}+e^{-i(\theta-2\pi k/L)}\big)\hat\varphi_k=E_k\hat\varphi_k.$$

In the proof, `hs` is the shift rule, `hb` adds the two conjugate phases to a cosine, and `hm` transforms the site equation.

```lean
/-- In momentum space the Hamiltonian multiplies each amplitude by its band energy. -/
theorem dft_ringH (t θ : ℝ) (φ : ZMod L → ℂ) (k : ZMod L) :
    ZMod.dft (ringH L t θ *ᵥ φ) k = (band t θ k : ℂ) * ZMod.dft φ k := by
  -- a translation becomes a phase
  have hs : ∀ d : ZMod L, ∑ j, (ZMod.stdAddChar (-(j * k)) : ℂ) * φ (j + d) =
      ZMod.stdAddChar (d * k) * ∑ j, ZMod.stdAddChar (-(j * k)) * φ j := by
    intro d
    rw [Finset.mul_sum]
    refine Eq.trans (Finset.sum_congr rfl fun j _ => ?_) (Equiv.sum_comp (Equiv.addRight d)
      fun j => (ZMod.stdAddChar (d * k) : ℂ) * (ZMod.stdAddChar (-(j * k)) * φ j))
    show _ = (ZMod.stdAddChar (d * k) : ℂ) * (ZMod.stdAddChar (-((j + d) * k)) * φ (j + d))
    rw [← mul_assoc, ← AddChar.map_add_eq_mul,
      show d * k + -((j + d) * k) = -(j * k) by ring]
  have hz : Complex.exp (θ * Complex.I) * ZMod.stdAddChar (-k) =
      Complex.exp (((θ - 2 * (k.val * (Real.pi / L)) : ℝ) : ℂ) * Complex.I) := by
    have hk : -k = ((-(k.val : ℤ) : ℤ) : ZMod L) := by
      rw [Int.cast_neg, Int.cast_natCast, ZMod.natCast_zmod_val]
    rw [hk, ZMod.stdAddChar_coe, ← Complex.exp_add]
    congr 1
    push_cast
    ring
  have hz' : conj (Complex.exp (θ * Complex.I)) * ZMod.stdAddChar k =
      conj (Complex.exp (θ * Complex.I) * ZMod.stdAddChar (-k)) := by
    rw [map_mul, ← AddChar.map_neg_eq_conj, neg_neg]
  -- the two hops add up to a cosine
  have hb : -(t : ℂ) * (Complex.exp (θ * Complex.I) * ZMod.stdAddChar (-k) +
      conj (Complex.exp (θ * Complex.I)) * ZMod.stdAddChar k) = (band t θ k : ℂ) := by
    rw [hz', Complex.add_conj, hz, Complex.exp_ofReal_mul_I_re, band]
    push_cast
    ring
  have hm : ∑ j, (ZMod.stdAddChar (-(j * k)) : ℂ) * (ringH L t θ *ᵥ φ) j = -(t : ℂ) *
      (Complex.exp (θ * Complex.I) * ∑ j, ZMod.stdAddChar (-(j * k)) * φ (j + -1) +
        conj (Complex.exp (θ * Complex.I)) *
          ∑ j, ZMod.stdAddChar (-(j * k)) * φ (j + 1)) := by
    rw [Finset.mul_sum, Finset.mul_sum, ← Finset.sum_add_distrib, Finset.mul_sum]
    refine Finset.sum_congr rfl fun j _ => ?_
    rw [ringH_mulVec, sub_eq_add_neg]
    ring
  simp only [ZMod.dft_apply, smul_eq_mul]
  rw [hm, hs (-1), hs 1, neg_one_mul, one_mul, ← hb]
  ring
```

## Why the uniform state is lowest

Assume $t>0$, the sign of hopping that favours equal neighbouring amplitudes at zero flux, and $|\theta|\le\pi/L$. Put $a=\pi k/L$. Then

$$E_k-E_0=2t\big[\cos\theta-\cos(\theta-2a)\big]=4t\,\sin(a-\theta)\,\sin a.$$

For $k=0$ this vanishes. For $1\le k\le L-1$ we have $\pi/L\le a\le\pi-\pi/L$, so both $a$ and $a-\theta$ lie in $[0,\pi]$ and both sines are nonnegative. Hence $E_k\ge E_0$. The proof makes the same case split; `s1` and `s2` are the two sine bounds.

```lean
/-- For `t > 0` and `|θ| ≤ π/L` no band energy lies below `-2t cos θ`. -/
theorem band_min {t θ : ℝ} (ht : 0 < t) (hθ : |θ| ≤ Real.pi / L) (k : ZMod L) :
    -2 * t * Real.cos θ ≤ band t θ k := by
  have hL : (0 : ℝ) < L := by exact_mod_cast Nat.pos_of_ne_zero (NeZero.ne L)
  have hα : 0 < Real.pi / L := div_pos Real.pi_pos hL
  have hπ : (L : ℝ) * (Real.pi / L) = Real.pi := by field_simp
  obtain ⟨ha, hb⟩ := abs_le.1 hθ
  rcases Nat.eq_zero_or_pos k.val with h0 | h0
  · rw [band, h0]
    simp
  · have h1 : (1 : ℝ) ≤ k.val := by exact_mod_cast h0
    have h2 : (k.val : ℝ) + 1 ≤ L := by exact_mod_cast ZMod.val_lt k
    have h3 := mul_le_mul_of_nonneg_right h1 hα.le
    have h4 := mul_le_mul_of_nonneg_right h2 hα.le
    rw [add_mul, hπ] at h4
    rw [band]
    generalize (k.val : ℝ) * (Real.pi / L) = a at h3 h4 ⊢
    have s1 := Real.sin_nonneg_of_nonneg_of_le_pi (show 0 ≤ a - θ by linarith) (by linarith)
    have s2 := Real.sin_nonneg_of_nonneg_of_le_pi (show 0 ≤ a by linarith) (by linarith)
    -- the difference of cosines is twice a product of two nonnegative sines
    have hc : Real.cos (θ - 2 * a) ≤ Real.cos θ := by
      rw [← sub_nonneg, Real.cos_sub_cos, show (θ + (θ - 2 * a)) / 2 = -(a - θ) by ring,
        show (θ - (θ - 2 * a)) / 2 = a by ring, Real.sin_neg]
      nlinarith [mul_nonneg s1 s2]
    nlinarith [mul_le_mul_of_nonneg_left hc ht.le]
```

On the uniform vector the two hops add to $-t(e^{i\theta}+e^{-i\theta})=-2t\cos\theta$, which is its eigenvalue.

Now let $H\varphi=E'\varphi$ with $\varphi\ne0$. The Fourier transform is invertible, so $\hat\varphi_k\neq0$ for some $k$. Comparing $E'\hat\varphi_k$ with $E_k\hat\varphi_k$ gives $E'=E_k\ge-2t\cos\theta$.

```lean
/-- For `t > 0` and `|θ| ≤ π/L` the uniform vector is a ground state with energy `-2t cos θ`. -/
theorem uniform_isGroundState {t θ : ℝ} (ht : 0 < t) (hθ : |θ| ≤ Real.pi / L) :
    IsGroundState (ringH L t θ) (-2 * t * Real.cos θ) (uniformState L) := by
  refine ⟨fun h0 => by simpa [uniformState] using congrFun h0 0, ?_, fun E φ hφ hE => ?_⟩
  · funext j
    rw [ringH_mulVec, Pi.smul_apply, smul_eq_mul]
    simp only [uniformState, mul_one]
    rw [Complex.add_conj, Complex.exp_ofReal_mul_I_re]
    push_cast
    ring
  · -- an eigenvector has weight at some momentum, so its energy is a band energy
    have hne : ZMod.dft φ ≠ 0 := fun h => hφ ((LinearEquiv.map_eq_zero_iff _).1 h)
    obtain ⟨k, hk⟩ := Function.ne_iff.1 hne
    have h := dft_ringH t θ φ k
    rw [hE, map_smul, Pi.smul_apply, smul_eq_mul] at h
    rw [Complex.ofReal_inj.1 (mul_right_cancel₀ hk h)]
    exact band_min ht hθ k
```

## One state, different currents

For $L\ge3$ the sites $j$ and $j+2$ differ, so only the forward hop contributes to $H_{j+1,j}$. The uniform vector then has bond current

$$2\,\mathrm{Im}(-t\,e^{i\theta})=-2t\sin\theta,$$

or $-(2t/L)\sin\theta$ after normalisation. The step `hj` rules out the coincidence of sites.

```lean
omit [NeZero L] in
/-- On a ring of at least three sites the uniform vector, with amplitude one on every site, has
`bondCurrent` equal to `-2t sin θ` on every bond. -/
theorem bondCurrent_uniform (hL : 3 ≤ L) (t θ : ℝ) (j : ZMod L) :
    bondCurrent (ringH L t θ) (uniformState L) j = -2 * t * Real.sin θ := by
  have hj : ¬ (j = j + 1 + 1) := by
    intro h
    have h2 : ((2 : ℕ) : ZMod L) = 0 := by
      push_cast
      linear_combination -h
    have h3 := Nat.le_of_dvd (by norm_num) ((CharP.cast_eq_zero_iff (ZMod L) L 2).1 h2)
    omega
  simp only [bondCurrent, uniformState, ringH, Matrix.of_apply, if_true, if_neg hj, map_one,
    one_mul, mul_one, add_zero]
  rw [← Complex.ofReal_neg, Complex.im_ofReal_mul, Complex.exp_ofReal_mul_I_im]
  ring
```

Take two phases $\theta\ne\theta'$ in the window. The uniform vector is a ground state of both Hamiltonians, with energies $-2t\cos\theta$ and $-2t\cos\theta'$. Since $\pi/L\le\pi/2$, the sine is injective on the window, so the currents differ on every bond. Equal Hamiltonians would give equal currents in the same state, so the Hamiltonians differ too.

The nonuniqueness named after Capelle and Vignale concerns potentials in many-electron density functional theories; the theorem below is a one-particle lattice analogue of it. No quantity computed from the uniform ground-state vector alone, such as its site density, can tell which hopping phase in the window produced it.

```lean
/-- On a ring of `L ≥ 3` sites with `t > 0`, two distinct hopping phases in `[-π/L, π/L]` give
different Hamiltonians that share the uniform ground state, with different currents on every bond.
-/
theorem capelle_vignale_nonuniqueness (hL : 3 ≤ L) {t θ θ' : ℝ} (ht : 0 < t)
    (hθ : |θ| ≤ Real.pi / L) (hθ' : |θ'| ≤ Real.pi / L) (hne : θ ≠ θ') :
    IsGroundState (ringH L t θ) (-2 * t * Real.cos θ) (uniformState L) ∧
    IsGroundState (ringH L t θ') (-2 * t * Real.cos θ') (uniformState L) ∧
    ringH L t θ ≠ ringH L t θ' ∧
    ∀ j, bondCurrent (ringH L t θ) (uniformState L) j ≠
      bondCurrent (ringH L t θ') (uniformState L) j := by
  have hL' : (2 : ℝ) ≤ L := by exact_mod_cast (by omega : 2 ≤ L)
  have hα : Real.pi / L ≤ Real.pi / 2 :=
    div_le_div_of_nonneg_left Real.pi_pos.le (by norm_num) hL'
  -- the sine is injective on the window, so the currents differ
  have hcur : ∀ j, bondCurrent (ringH L t θ) (uniformState L) j ≠
      bondCurrent (ringH L t θ') (uniformState L) j := by
    intro j h
    rw [bondCurrent_uniform hL, bondCurrent_uniform hL] at h
    have hs : Real.sin θ = Real.sin θ' := mul_left_cancel₀ ht.ne' (by linarith)
    exact hne (Real.injOn_sin (abs_le.1 (hθ.trans hα)) (abs_le.1 (hθ'.trans hα)) hs)
  exact ⟨uniform_isGroundState ht hθ, uniform_isGroundState ht hθ',
    fun h => hcur 0 (by rw [h]), hcur⟩

end

end RingFluxNonuniqueness
```

```lean
#print axioms RingFluxNonuniqueness.ringH_isHermitian
#print axioms RingFluxNonuniqueness.capelle_vignale_nonuniqueness
```

```
'RingFluxNonuniqueness.ringH_isHermitian' depends on axioms: [propext, Classical.choice, Quot.sound]
'RingFluxNonuniqueness.capelle_vignale_nonuniqueness' depends on axioms: [propext, Classical.choice, Quot.sound]
```

The theorem compares matrices, not classes of gauge-equivalent matrices. The two edges $\theta=\pm\pi/L$ differ by one flux quantum and are related by the gauge factor $e^{2\pi ij/L}$; any other pair of distinct phases in the window encloses physically different flux.

## Three sites, and then two

Take $L=3$ and $t=1$, so the window is $|\theta|\le\pi/3$. At $\theta=0$ the uniform state has energy $-2$ and no current. At $\theta=\pi/6$ the band energies for $k=0,1,2$ are $-\sqrt3,\,0,\,\sqrt3$. The uniform state is again lowest, but its normalised bond current is now $-\tfrac13$. The density is $\tfrac13$ per site in both cases.

With $L=2$ both hops join the same pair of sites, and the off-diagonal entry becomes $-2t\cos\theta$. The phases $\theta$ and $-\theta$ then give the same matrix, and `bondCurrent`, which now measures the net flow over both bonds, is zero for the uniform state. The uniform vector is still a ground state for $|\theta|\le\pi/2$, but the Hamiltonians need not differ, and the values of `bondCurrent` never do.
